# Reducing the Keldysh counting determinant to the Caroli transmission matrix

Let N be the number of orbitals of a device coupled to a left and a right lead, and fix an energy E. The N by N Hermitian matrix a is E minus the device Hamiltonian, including any Hermitian level shifts from the leads. The Hermitian matrices L and R are the level-width matrices of the two leads. The inverse retarded Green function and the difference of the widths are

P = a + i(L + R)/2,  D = L − R.

When P is invertible, write G = P⁻¹. A superscript ᴴ denotes the conjugate transpose, and 1 the identity matrix where a matrix is meant. Semicolons separate block rows. The Keldysh matrix with complex counting factor z is

K(z) = [ a − iD/2, izL ; −iR, −a − iD/2 ].

It describes non-interacting electrons at an energy where the left lead is filled and the right lead is empty. In counting statistics z = exp(iλ), with λ the counting field, but the algebra holds for every complex z.

## The determinant by hand

The claim is that, for invertible P,

det K(z) = (−1)ᴺ det P · det Pᴴ · det(1 + (z − 1)T),  T = L G R Gᴴ.

Put l = iL, r = iR and Q = P − l − r. Substituting the definition of P gives

K(z) = [ P − l, zl ; −r, r − P ].

At z = 1, add the second block column to the first, then the first block row to the second. Neither operation changes the determinant, and the result is

[ P, l ; 0, −Q ].

Hence det K(1) = (−1)ᴺ det P · det Q.

Since a, L and R are Hermitian, Q = a − i(L + R)/2 = Pᴴ, which is invertible because P is. Let B = Q⁻¹. From P − Q = l + r,

B − G = G(P − Q)B = G(l + r)B.

Now define X = (G + GlB)l and Y = GrBl. Their sum is X + Y = Bl, so

(P − l)X − lY = PX − l(X + Y) = l + lBl − lBl = l,

−rX − (r − P)Y = −r(X + Y) + PY = −rBl + rBl = 0.

These two equations say that K(1) maps the block column (X, −Y) to (l, 0). Because K(z) differs from K(1) only by (z − 1)l in the upper right block,

K(z) = K(1) [ 1, (z − 1)X ; 0, 1 − (z − 1)Y ].

Taking determinants leaves the factor det(1 − (z − 1)GrBl). The identity det(1 + UV) = det(1 + VU) moves l to the front, and

lGrB = i² L G R Gᴴ = −T

turns the minus sign into a plus. This proves the claim.

Division by det K(1) gives the normalised counting function

χ(z) = det K(z)/det K(1) = det(1 + (z − 1)T).

Since det(1 + wT) = 1 + w Tr T + O(w²), its derivative at z = 1 is the Caroli trace Tr(L G R Gᴴ).

## An absorbing device breaks the formula

Hermiticity of a is needed for Q = Pᴴ. Take N = 1, a = 2i and L = R = 1. Then P = 3i and Q = i, and at z = 1

det K(1) = (2i)(−2i) − (i)(−i) = 3,

whereas the claimed right-hand side is −|P|² = −9. The positive imaginary part of a represents loss, as into a third, empty lead of width 4. Treating that lead explicitly would change the lower left block from −i to −5i and the lower right block from −2i to 2i, and the determinant would then be −9. For K(1) as defined here, the version with Q in place of Pᴴ still gives the right value, −PQ = 3.

## Use in a transport calculation

A non-interacting transport code that already has G at an energy E can form T and find its eigenvalues τⱼ once. The counting function at that energy is then the product of the factors 1 + (z − 1)τⱼ for every z, with no further 2N by 2N determinant. Comparing the product with det K(z)/det K(1) at a few values of z is a partial check of the implementation. It does not detect an interchange of G and Gᴴ in T, which leaves the product unchanged.

## Matrices and definitions in Lean

The orbitals are indexed by a finite type `n`, so N is `Fintype.card n`.

```lean
import Mathlib

open Matrix
open Complex (I)

namespace KeldyshCounting

noncomputable section

variable {n : Type*} [Fintype n] [DecidableEq n]
```

The first definition is P.

```lean
/-- The inverse retarded Green function `P = a + i(L+R)/2` of a device coupled to two leads. -/
def inverseGreen (a L R : Matrix n n ℂ) : Matrix n n ℂ := a + (I / 2) • (L + R)
```

The Keldysh matrix is indexed by `n ⊕ n`, one copy of the orbitals for each Keldysh branch. `fromBlocks` lists its blocks row by row.

```lean
/-- The Keldysh matrix with counting factor `z` in its upper right block `i z L`. -/
def keldysh (a L R : Matrix n n ℂ) (z : ℂ) : Matrix (n ⊕ n) (n ⊕ n) ℂ :=
  fromBlocks (a - (I / 2) • (L - R)) ((I * z) • L) (-(I • R)) (-a - (I / 2) • (L - R))
```

The next two definitions are T and χ. They make sense for any input in Lean, but the theorems about them assume that a, L and R are Hermitian and that det P ≠ 0. Together these conditions make the inverse and the quotient genuine.

```lean
/-- The Caroli transmission matrix `L G R Gᴴ`, with `G = P⁻¹`. -/
def transmission (a L R : Matrix n n ℂ) : Matrix n n ℂ :=
  L * (inverseGreen a L R)⁻¹ * R * ((inverseGreen a L R)⁻¹)ᴴ

/-- The Keldysh determinant divided by its value at `z = 1`. -/
def countingFunction (a L R : Matrix n n ℂ) (z : ℂ) : ℂ :=
  (keldysh a L R z).det / (keldysh a L R 1).det
```

## The factorisation over a commutative ring

The first theorem is the evaluation at z = 1. The matrix product in `h` carries out the column and row operations, and `noncomm_ring` checks the blocks without letting matrices commute.

```lean
/-- For square matrices `P`, `l`, `r` of size `N` over a commutative ring, the determinant of `[P -
l, l; -r, r - P]` is `(-1)^N det P det (P - l - r)`. -/
theorem det_without_counting {S : Type*} [CommRing S] (P l r : Matrix n n S) :
    (fromBlocks (P - l) l (-r) (r - P)).det
      = (-1) ^ Fintype.card n * P.det * (P - l - r).det := by
  -- Add the second block column to the first, then the first block row to the second.
  have h : fromBlocks (1 : Matrix n n S) 0 1 1 * fromBlocks (P - l) l (-r) (r - P)
      * fromBlocks 1 0 1 1 = fromBlocks P l 0 (-(P - l - r)) := by
    rw [fromBlocks_multiply, fromBlocks_multiply, fromBlocks_inj]
    refine ⟨?_, ?_, ?_, ?_⟩ <;> noncomm_ring
  have hd := congrArg Matrix.det h
  rw [det_mul, det_mul, det_fromBlocks_zero₁₂, det_fromBlocks_zero₂₁, det_neg] at hd
  simp only [det_one, one_mul, mul_one] at hd
  rw [hd]
  ring
```

The second theorem inserts the counting factor. It uses neither complex conjugation nor Hermiticity, only that det P and det Q are units of the ring. The two `generalize` steps replace the inverses by `G` and `B`, keeping the equations that define them. Then `h` is the formula for the difference B − G, `h1` and `h2` are the two equations for X and Y, and `fac` is the block factorisation. Finally, `hc` moves l to the front by `det_one_add_mul_comm`.

```lean
/-- Over any commutative ring, if `P` and `Q = P - l - r` have invertible determinants, then the
determinant of `[P - l, z l; -r, r - P]` is `(-1)^N det P det Q det (1 - (z-1) l P⁻¹ r Q⁻¹)`. -/
theorem det_with_counting {S : Type*} [CommRing S] (P l r : Matrix n n S) (z : S)
    (hP : IsUnit P.det) (hQ : IsUnit (P - l - r).det) :
    (fromBlocks (P - l) (z • l) (-r) (r - P)).det
      = (-1) ^ Fintype.card n * P.det * (P - l - r).det
        * (1 - (z - 1) • (l * P⁻¹ * r * (P - l - r)⁻¹)).det := by
  have hPG := mul_nonsing_inv P hP
  have hGP := nonsing_inv_mul P hP
  have hQB := mul_nonsing_inv (P - l - r) hQ
  generalize P⁻¹ = G at hPG hGP ⊢
  generalize (P - l - r)⁻¹ = B at hQB ⊢
  -- The difference of the inverses of `P - l - r` and `P`.
  have h : B - G = G * (l + r) * B := by
    linear_combination (norm := noncomm_ring) G * hQB - hGP * B
  obtain ⟨X, hX⟩ : ∃ X, X = (G + G * l * B) * l := ⟨_, rfl⟩
  obtain ⟨Y, hY⟩ : ∃ Y, Y = G * r * B * l := ⟨_, rfl⟩
  have h1 : (P - l) * X - l * Y = l := by
    rw [hX, hY]
    linear_combination (norm := noncomm_ring) hPG * (l + l * B * l) + l * h * l
  have h2 : -r * X - (r - P) * Y = 0 := by
    rw [hX, hY]
    linear_combination (norm := noncomm_ring) hPG * (r * B * l) + r * h * l
  -- The counting factor splits off as a block triangular matrix.
  have fac : fromBlocks (P - l) (z • l) (-r) (r - P)
      = fromBlocks (P - l) l (-r) (r - P)
        * fromBlocks 1 ((z - 1) • X) 0 (1 - (z - 1) • Y) := by
    rw [fromBlocks_multiply, fromBlocks_inj]
    refine ⟨by simp, ?_, by simp, ?_⟩
    · calc z • l = (z - 1) • l + l := by module
        _ = (z - 1) • ((P - l) * X - l * Y) + l := by rw [h1]
        _ = _ := by
          simp only [mul_sub, Matrix.mul_smul, mul_one, smul_sub]
          abel
    · calc r - P = (z - 1) • (-r * X - (r - P) * Y) + (r - P) := by
            rw [h2, smul_zero, zero_add]
        _ = _ := by
          simp only [mul_sub, Matrix.mul_smul, mul_one, smul_sub]
          abel
  -- Move `l` to the front inside the determinant.
  have hc : (1 - (z - 1) • Y).det = (1 - (z - 1) • (l * G * r * B)).det := by
    have e1 : 1 - (z - 1) • Y = 1 + (-((z - 1) • (G * r * B))) * l := by
      rw [hY, neg_mul, Matrix.smul_mul, ← sub_eq_add_neg]
    have e2 : 1 - (z - 1) • (l * G * r * B) = 1 + l * (-((z - 1) • (G * r * B))) := by
      rw [mul_neg, Matrix.mul_smul, ← sub_eq_add_neg]
      simp only [Matrix.mul_assoc]
    rw [e1, e2, det_one_add_mul_comm]
  rw [fac, det_mul, det_without_counting, det_fromBlocks_zero₂₁, det_one, one_mul, hc]
```

## The Hermitian device

The Keldysh matrix is first rewritten in terms of P, l = iL and r = iR. This holds for arbitrary complex matrices.

```lean
omit [Fintype n] [DecidableEq n] in
/-- The Keldysh matrix written in terms of `P = inverseGreen a L R`, `iL` and `iR`. -/
theorem keldysh_eq (a L R : Matrix n n ℂ) (z : ℂ) :
    keldysh a L R z = fromBlocks (inverseGreen a L R - I • L) (z • (I • L)) (-(I • R))
      (I • R - inverseGreen a L R) := by
  rw [keldysh, inverseGreen, fromBlocks_inj]
  refine ⟨?_, ?_, rfl, ?_⟩ <;> module
```

The main theorem assumes that `a`, `L` and `R` are Hermitian and that det P ≠ 0. For positive semidefinite widths, the last condition fails only if a device state at exactly the energy E is decoupled from both leads. The theorem itself doesn't require positivity. In the proof, `hadv` is the identity Q = Pᴴ, and `Complex.I_mul_I` supplies the final change of sign.

```lean
/-- **Keldysh counting determinant**: for Hermitian `a`, `L`, `R` and invertible `P`, the
Keldysh determinant is `(-1)^N det P det Pᴴ det(1 + (z-1) L G R Gᴴ)`. -/
theorem keldysh_det {a L R : Matrix n n ℂ} (ha : a.IsHermitian) (hL : L.IsHermitian)
    (hR : R.IsHermitian) (hP : (inverseGreen a L R).det ≠ 0) (z : ℂ) :
    (keldysh a L R z).det
      = (-1) ^ Fintype.card n * (inverseGreen a L R).det * ((inverseGreen a L R)ᴴ).det
        * (1 + (z - 1) • transmission a L R).det := by
  have hs : star (I / 2) = -(I / 2) := by
    rw [Complex.star_def, map_div₀, Complex.conj_I, map_ofNat]
    ring
  -- Hermiticity identifies the advanced matrix with the adjoint of the retarded one.
  have hadv : inverseGreen a L R - I • L - I • R = (inverseGreen a L R)ᴴ := by
    rw [inverseGreen, conjTranspose_add, conjTranspose_smul, conjTranspose_add,
      ha.eq, hL.eq, hR.eq, hs]
    module
  have hQ : IsUnit (inverseGreen a L R - I • L - I • R).det := by
    rw [hadv, det_conjTranspose]
    exact isUnit_iff_ne_zero.mpr (star_ne_zero.mpr hP)
  rw [keldysh_eq, det_with_counting _ _ _ z (isUnit_iff_ne_zero.mpr hP) hQ, hadv,
    ← conjTranspose_nonsing_inv]
  congr 2
  simp only [transmission, Matrix.smul_mul, Matrix.mul_smul, smul_smul]
  rw [mul_assoc, Complex.I_mul_I]
  module
```

Under the same hypotheses, det K(1) is nonzero and the prefactor cancels.

```lean
/-- For Hermitian `a`, `L`, `R` and invertible `P`, the normalised Keldysh determinant equals `det(1
+ (z-1) L G R Gᴴ)`. -/
theorem countingFunction_eq {a L R : Matrix n n ℂ} (ha : a.IsHermitian) (hL : L.IsHermitian)
    (hR : R.IsHermitian) (hP : (inverseGreen a L R).det ≠ 0) (z : ℂ) :
    countingFunction a L R z = (1 + (z - 1) • transmission a L R).det := by
  have hP' : ((inverseGreen a L R)ᴴ).det ≠ 0 := by
    rw [det_conjTranspose]
    exact star_ne_zero.mpr hP
  have hn : (-1 : ℂ) ^ Fintype.card n ≠ 0 := pow_ne_zero _ (by norm_num)
  rw [countingFunction, keldysh_det ha hL hR hP z, keldysh_det ha hL hR hP 1, sub_self,
    zero_smul, add_zero, det_one, mul_one]
  exact mul_div_cancel_left₀ _ (mul_ne_zero (mul_ne_zero hn hP) hP')
```

The derivative is taken in the complex variable z. `det_one_add_smul` expands the determinant to first order with a polynomial remainder multiplied by (z − 1)², and the product rule shows that this remainder contributes nothing at z = 1.

```lean
/-- For Hermitian `a`, `L`, `R` and invertible `P`, the derivative of the counting function at `z =
1` is the Caroli trace `Tr(L G R Gᴴ)`. -/
theorem countingFunction_hasDerivAt {a L R : Matrix n n ℂ} (ha : a.IsHermitian)
    (hL : L.IsHermitian) (hR : R.IsHermitian) (hP : (inverseGreen a L R).det ≠ 0) :
    HasDerivAt (countingFunction a L R) (transmission a L R).trace 1 := by
  -- Expand the determinant to first order, with a polynomial remainder.
  obtain ⟨q, hq⟩ : ∃ q : Polynomial ℂ, ∀ w : ℂ, (1 + w • transmission a L R).det
      = 1 + (transmission a L R).trace * w + q.eval w * w ^ 2 :=
    ⟨_, fun w => det_one_add_smul w _⟩
  have hf : countingFunction a L R = fun z => 1 + (transmission a L R).trace * (z - 1)
      + q.eval (z - 1) * (z - 1) ^ 2 := by
    funext z
    rw [countingFunction_eq ha hL hR hP, hq]
  have hw : HasDerivAt (fun z : ℂ => z - 1) 1 1 := (hasDerivAt_id' (1 : ℂ)).sub_const 1
  have hqd : HasDerivAt (fun z : ℂ => q.eval (z - 1))
      ((q.comp (Polynomial.X - Polynomial.C 1)).derivative.eval 1) 1 := by
    have hfun : (fun z : ℂ => q.eval (z - 1))
        = fun z => (q.comp (Polynomial.X - Polynomial.C 1)).eval z := by
      funext z
      simp [Polynomial.eval_comp]
    rw [hfun]
    exact (q.comp (Polynomial.X - Polynomial.C 1)).hasDerivAt (1 : ℂ)
  rw [hf]
  exact (((hw.const_mul _).const_add 1).fun_add (hqd.fun_mul (hw.fun_pow 2))).congr_deriv
    (by simp)
```

The theorem identifies the derivative with a trace. Reading that trace as the mean transfer at energy E, summed over all transmission channels, and integrating it over energy to obtain a current, rests on the physical model of non-interacting electrons with a filled and an empty lead. Finite-temperature occupations and interactions are not part of this Keldysh matrix.

## Exchanging the leads

Exchanging L and R leaves det K(z) unchanged for all complex matrices, with no Hermiticity or invertibility assumed. P is symmetric under the exchange. At z = 0 both Keldysh matrices are block triangular, with determinant

(−1)ᴺ det(P − l) · det(P − r).

For z ≠ 0, let J = [ 0, z ; 1, 0 ] and let K′(z) be the matrix with the leads exchanged. Block multiplication gives

K(z)J = −J K′(z).

J is invertible, and the minus sign has no effect on a determinant of even size 2N, so the two determinants agree. In the proof, `hJ` is this relation and `hinv` exhibits the inverse of J.

```lean
/-- Exchanging the two leads leaves the Keldysh determinant unchanged at every `z`. -/
theorem keldysh_det_exchange (a L R : Matrix n n ℂ) (z : ℂ) :
    (keldysh a L R z).det = (keldysh a R L z).det := by
  have hsym : inverseGreen a R L = inverseGreen a L R := by
    rw [inverseGreen, inverseGreen, add_comm R L]
  rw [keldysh_eq, keldysh_eq, hsym]
  generalize inverseGreen a L R = P
  generalize I • L = l
  generalize I • R = r
  have hsign : (-1 : ℂ) ^ (Fintype.card n + Fintype.card n) = 1 := Even.neg_one_pow ⟨_, rfl⟩
  by_cases hz : z = 0
  · -- Both matrices are block triangular.
    rw [hz, zero_smul, zero_smul, det_fromBlocks_zero₁₂, det_fromBlocks_zero₁₂,
      ← neg_sub P r, ← neg_sub P l, det_neg, det_neg]
    ring
  · -- A weighted swap of the two Keldysh branches relates the matrices.
    have hJ : fromBlocks (P - l) (z • l) (-r) (r - P) * fromBlocks 0 (z • 1) 1 0
        = fromBlocks 0 (z • 1) 1 0 * -fromBlocks (P - r) (z • r) (-l) (l - P) := by
      rw [fromBlocks_neg, fromBlocks_multiply, fromBlocks_multiply, fromBlocks_inj]
      refine ⟨?_, ?_, ?_, ?_⟩ <;> simp
    have hinv : fromBlocks (0 : Matrix n n ℂ) (z • (1 : Matrix n n ℂ)) (1 : Matrix n n ℂ) 0
        * fromBlocks (0 : Matrix n n ℂ) (1 : Matrix n n ℂ) (z⁻¹ • (1 : Matrix n n ℂ)) 0 = 1 := by
      rw [fromBlocks_multiply, ← fromBlocks_one, fromBlocks_inj]
      refine ⟨?_, ?_, ?_, ?_⟩ <;> simp [smul_smul, hz]
    have hne : (fromBlocks (0 : Matrix n n ℂ) (z • (1 : Matrix n n ℂ))
        (1 : Matrix n n ℂ) 0).det ≠ 0 := by
      intro h0
      have h1 := congrArg Matrix.det hinv
      rw [det_mul, h0, zero_mul, det_one] at h1
      exact zero_ne_one h1
    have hd := congrArg Matrix.det hJ
    rw [det_mul, det_mul, det_neg, Fintype.card_sum, hsign, one_mul, mul_comm] at hd
    exact mul_left_cancel₀ hne hd
```

## A single level

For one level, a is a real number ε, the energy E measured from the level with its shift included. L and R are real widths, written ΓL and ΓR, each of which is a single symbol and not a product. Multiplying out the 2 by 2 determinant gives

det K(z) = −[ε² + (ΓL + ΓR)²/4 + (z − 1)ΓL ΓR].

When the bracket is nonzero at z = 1, the normalised function is 1 + (z − 1)τ, with the Breit–Wigner transmission

τ = ΓL ΓR / (ε² + (ΓL + ΓR)²/4).

The theorem states the unnormalised determinant and therefore needs no such condition. Its proof relabels the two branches as the indices of an ordinary 2 by 2 matrix, expands the determinant and uses i² = −1.

```lean
/-- For a single level with real `ε`, `ΓL`, `ΓR`, the Keldysh determinant is
`-(ε² + (ΓL+ΓR)²/4 + (z-1) ΓL ΓR)`. -/
theorem single_level (ε ΓL ΓR : ℝ) (z : ℂ) :
    (keldysh (Matrix.of fun _ _ : Fin 1 => (ε : ℂ)) (Matrix.of fun _ _ => (ΓL : ℂ))
      (Matrix.of fun _ _ => (ΓR : ℂ)) z).det
      = -((ε : ℂ) ^ 2 + ((ΓL : ℂ) + ΓR) ^ 2 / 4 + (z - 1) * ΓL * ΓR) := by
  rw [keldysh_eq, ← det_submatrix_equiv_self (finSumFinEquiv (m := 1) (n := 1)).symm]
  refine (det_fin_two _).trans ?_
  have e0 : (finSumFinEquiv (m := 1) (n := 1)).symm 0 = Sum.inl 0 := rfl
  have e1 : (finSumFinEquiv (m := 1) (n := 1)).symm 1 = Sum.inr 0 := rfl
  simp only [submatrix_apply, e0, e1, fromBlocks_apply₁₁, fromBlocks_apply₁₂,
    fromBlocks_apply₂₁, fromBlocks_apply₂₂, inverseGreen, Matrix.add_apply, Matrix.sub_apply,
    Matrix.neg_apply, Matrix.smul_apply, Matrix.of_apply, smul_eq_mul]
  linear_combination (((ΓL : ℂ) - ΓR) ^ 2 / 4 + z * ΓL * ΓR) * Complex.I_sq

end

end KeldyshCounting
```

```lean
#print axioms KeldyshCounting.keldysh_det
#print axioms KeldyshCounting.countingFunction_hasDerivAt
#print axioms KeldyshCounting.keldysh_det_exchange
#print axioms KeldyshCounting.single_level
```

```
'KeldyshCounting.keldysh_det' depends on axioms: [propext, Classical.choice, Quot.sound]
'KeldyshCounting.countingFunction_hasDerivAt' depends on axioms: [propext, Classical.choice, Quot.sound]
'KeldyshCounting.keldysh_det_exchange' depends on axioms: [propext, Classical.choice, Quot.sound]
'KeldyshCounting.single_level' depends on axioms: [propext, Classical.choice, Quot.sound]
```
